# Time evolution under a Hermitian Hamiltonian is unitary in finite dimensions

For a Hermitian complex matrix H of finite size and any real time t, the lemma states that the propagator exp(−itH) is a unitary matrix. Physically, evolution under a time-independent Hamiltonian on a finite-dimensional state space preserves inner products, in units with ħ = 1. The proof first shows that the exponent A = −itH is anti-Hermitian, so that its conjugate transpose is −A. It then writes the product of the propagator's adjoint with the propagator as exp(−A) exp(A), and tries to merge the two exponentials into exp(−A + A) = exp(0) = 1.

In Lean, a first try:

```lean
import Mathlib

open Matrix
open scoped Matrix.Norms.L2Operator

namespace QuantumRecurrence

noncomputable section

variable {n : Type*} [Fintype n] [DecidableEq n]

/-- The propagator `exp(-i t H)` of a Hamiltonian `H` over the time `t`, in units with `ħ = 1`. -/
def propagator (H : Matrix n n ℂ) (t : ℝ) : Matrix n n ℂ :=
  NormedSpace.exp ((-(t : ℂ) * Complex.I) • H)

/-- The propagator of a Hermitian Hamiltonian is unitary. -/
theorem propagator_unitary {H : Matrix n n ℂ} (hH : H.IsHermitian) (t : ℝ) :
    propagator H t ∈ Matrix.unitaryGroup n ℂ := by
  have e : ((-(t : ℂ) * Complex.I) • H)ᴴ = -((-(t : ℂ) * Complex.I) • H) := by
    rw [Matrix.conjTranspose_smul, hH.eq, ← neg_smul]
    congr 1
    simp
  rw [Matrix.mem_unitaryGroup_iff', Matrix.star_eq_conjTranspose, propagator,
    ← Matrix.exp_conjTranspose, e,
    ← Matrix.exp_add_of_commute _ _ (Commute.neg_left (Commute.refl _)),
    neg_add_cancel, NormedSpace.exp_zero]

end

end QuantumRecurrence
```

Compiling this gives:

```
Main.lean:25:37: error(lean.synthInstanceFailed): failed to synthesize instance of type class
  HasDistribNeg (Matrix ?m.116 ?m.116 ?m.117)

Hint: Type class instance resolution failures can be inspected with the `set_option trace.Meta.synthInstance true` command.
Main.lean:18:48: error: unsolved goals
n : Type u_1
inst✝¹ : Fintype n
inst✝ : DecidableEq n
H : Matrix n n ℂ
hH : H.IsHermitian
t : ℝ
e : ((-↑t * Complex.I) • H)ᴴ = -((-↑t * Complex.I) • H)
⊢ NormedSpace.exp (-((-↑t * Complex.I) • H)) * NormedSpace.exp ((-↑t * Complex.I) • H) = 1
```

What went wrong. The first message concerns the commutation proof given to `Matrix.exp_add_of_commute`. Lean elaborates this term before matching the rewrite against the goal, and the underscores leave the matrices undetermined. `Commute.neg_left` needs a `HasDistribNeg` instance, which says how negation interacts with multiplication, but Lean must look for it on `Matrix ?m.116 ?m.116 ?m.117`, where both the index type and the entry type are still unknown. The search fails.

The second message shows the goal left at that point: exp(−A) exp(A) = 1. The earlier rewrites had worked, and only the merging of the exponentials and the final simplification remained.

The repair proves the commutation beforehand as `hc`, with both matrices written out. The types are now known, so the instance is found, and `hc` also tells the rewrite which two exponents to use. The remaining steps then close the goal. Writing `.neg_left` after the term instead of `Commute.neg_left` before it is only a change of notation.

After these edits no error is left:

```diff
@@ -21,7 +21,9 @@
     congr 1
     simp
+  have hc : Commute (-((-(t : ℂ) * Complex.I) • H)) ((-(t : ℂ) * Complex.I) • H) :=
+    (Commute.refl ((-(t : ℂ) * Complex.I) • H)).neg_left
   rw [Matrix.mem_unitaryGroup_iff', Matrix.star_eq_conjTranspose, propagator,
     ← Matrix.exp_conjTranspose, e,
-    ← Matrix.exp_add_of_commute _ _ (Commute.neg_left (Commute.refl _)),
+    ← Matrix.exp_add_of_commute _ _ hc,
     neg_add_cancel, NormedSpace.exp_zero]
 
```
